# Skew detailed balance on a finite state space: a reversible step followed by a weight-preserving flip

A particle that carries momentum tends to keep moving the way it was going. If I discretise its phase space and record jumps between cells, the jump from $(x,v)$ to $(x',v')$ is in general not balanced by the jump straight back, even in equilibrium. Without a magnetic field, it is balanced by the jump from $(x',-v')$ to $(x,-v)$. Ordinary detailed balance fails, yet the dynamics still has a time-reversal symmetry.

I would like to say precisely how far this is from ordinary reversibility. My guess is that such a process is a reversible step followed by a momentum flip, and that its time correlations obey a relation of Onsager–Casimir type. Can both claims be made rigorous for a finite Markov chain and checked by machine?

## Undoing the flip restores detailed balance

Yes, for a finite chain in discrete time whose flip preserves the weights. Let $\pi_i$ be the weight of state $i$, let $P_{ij}$ be the probability of a move from $i$ to $j$, and let $s$ be the flip, with $s(s(i))=i$ and $\pi_{s(i)}=\pi_i$. Skew detailed balance says

$$\pi_i P_{ij}=\pi_j P_{s(j)\,s(i)}\quad\text{for all } i,j.$$

Define $Q_{ij}=P_{i\,s(j)}$, which is a move of $P$ followed by the flip. Putting $s(j)$ in place of $j$ in the skew condition gives

$$\pi_i P_{i\,s(j)}=\pi_{s(j)}P_{s(s(j))\,s(i)}=\pi_j P_{j\,s(i)},$$

which is $\pi_i Q_{ij}=\pi_j Q_{ji}$. The same substitution leads back, so the two conditions are equivalent. The entries of $Q$ are nonnegative if those of $P$ are, and each row of $Q$ is a rearrangement of the same row of $P$, so it still sums to one. Since $P_{ij}=Q_{i\,s(j)}$, the original kernel is the reversible kernel $Q$ followed by the flip.

## From one step to time correlations

Skew balance passes to every power of $P$. For $n=0$ both sides vanish unless $i=j$, and then both equal $\pi_i$. If it holds for $P^n$, then

$$\begin{aligned}
\pi_i (P^{n+1})_{ij}
&=\sum_k \pi_i(P^n)_{ik}P_{kj}
=\sum_k \pi_k P_{kj}(P^n)_{s(k)\,s(i)}\\
&=\sum_k \pi_j P_{s(j)\,s(k)}(P^n)_{s(k)\,s(i)}
=\pi_j(P^{n+1})_{s(j)\,s(i)}.
\end{aligned}$$

The last equality holds because $s(k)$ runs over all states when $k$ does.

For real observables $f$ and $g$, let $C_{fg}(n)=\sum_{i,j}\pi_i f_i(P^n)_{ij}g_j$. Skew balance of $P^n$, followed by the relabelling $k=s(j)$, $l=s(i)$, gives

$$C_{fg}(n)=\sum_{i,j}\pi_j g_j(P^n)_{s(j)\,s(i)}f_i
=\sum_{k,l}\pi_k\, g_{s(k)}(P^n)_{kl}\,f_{s(l)}.$$

The observables have changed places in time, and each is evaluated on flipped states. If $f_{s(i)}=a f_i$ and $g_{s(i)}=b g_i$, the factors come out of the sum:

$$C_{fg}(n)=ab\,C_{gf}(n).$$

For a position-like $f$ with $a=1$ and a velocity-like $g$ with $b=-1$, the correlation changes sign when the two are exchanged in time.

## A biased walk that is skew balanced but not reversible

On a ring of three sites, step forward with probability $p$ and backward with probability $1-p$. Take $\pi_i=1/3$, and let $s$ fix site 0 and exchange sites 1 and 2. The reflection turns a forward step into a backward one, and reversing the direction of travel turns it forward again, so skew balance holds for every $p\in[0,1]$. Detailed balance between sites 0 and 1 requires $p/3=(1-p)/3$, hence $p=1/2$, and at that value it holds for every pair. Applying the flip after the walk gives

$$Q=\begin{pmatrix}0&1-p&p\\1-p&p&0\\p&0&1-p\end{pmatrix},$$

which is symmetric, as reversibility with uniform weights demands.

## The Lean file

```lean
import Mathlib

open Finset

namespace SkewDetailedBalance

noncomputable section

variable {ι : Type*} [Fintype ι]

/-- A transition kernel: nonnegative entries, and each row sums to one. -/
def IsStochastic (P : Matrix ι ι ℝ) : Prop :=
  (∀ i j, 0 ≤ P i j) ∧ ∀ i, ∑ j, P i j = 1

/-- Detailed balance of the kernel `Q` with respect to the weights `π`. -/
def Reversible (π : ι → ℝ) (Q : Matrix ι ι ℝ) : Prop :=
  ∀ i j, π i * Q i j = π j * Q j i

/-- Skew detailed balance: the flow from `i` to `j` equals the weight of `j` times the
probability of the move from the flipped `j` to the flipped `i`. -/
def SkewBalanced (π : ι → ℝ) (s : ι → ι) (P : Matrix ι ι ℝ) : Prop :=
  ∀ i j, π i * P i j = π j * P (s j) (s i)

/-- The kernel that makes a move of `P` and then applies the involution `s`. -/
def thenFlip (s : ι → ι) (P : Matrix ι ι ℝ) : Matrix ι ι ℝ :=
  Matrix.of fun i j => P i (s j)

/-- A sum over all states is unchanged when the states are relabelled by the flip. -/
theorem sum_flip {s : ι → ι} (hs : Function.Involutive s) (F : ι → ℝ) :
    ∑ i, F (s i) = ∑ i, F i :=
  Equiv.sum_comp (Function.Involutive.toPerm s hs) F

/-- A stochastic move followed by the flip is again a stochastic move. -/
theorem thenFlip_stochastic {s : ι → ι} (hs : Function.Involutive s)
    {P : Matrix ι ι ℝ} (hP : IsStochastic P) : IsStochastic (thenFlip s P) :=
  ⟨fun i j => hP.1 i (s j), fun i => (sum_flip hs (fun j => P i j)).trans (hP.2 i)⟩

omit [Fintype ι] in
/-- A kernel obeys skew detailed balance exactly when the kernel followed by the flip
obeys ordinary detailed balance. -/
theorem skewBalanced_iff_reversible {π : ι → ℝ} {s : ι → ι}
    (hs : Function.Involutive s) (hπ : ∀ i, π (s i) = π i) (P : Matrix ι ι ℝ) :
    SkewBalanced π s P ↔ Reversible π (thenFlip s P) := by
  constructor
  · intro h i j
    -- apply skew balance to the pair (i, s j)
    have h1 := h i (s j)
    rw [hs j, hπ j] at h1
    exact h1
  · intro h i j
    have h1 : π i * P i (s (s j)) = π (s j) * P (s j) (s i) := h i (s j)
    rw [hs j, hπ j] at h1
    exact h1

/-- The stochastic kernels with skew detailed balance are exactly the stochastic reversible
kernels followed by the flip. -/
theorem skewBalanced_iff_reversible_then_flip {π : ι → ℝ} {s : ι → ι}
    (hs : Function.Involutive s) (hπ : ∀ i, π (s i) = π i) (P : Matrix ι ι ℝ) :
    (IsStochastic P ∧ SkewBalanced π s P) ↔
      ∃ Q, IsStochastic Q ∧ Reversible π Q ∧ P = thenFlip s Q := by
  -- flipping twice does nothing
  have twice : ∀ A : Matrix ι ι ℝ, thenFlip s (thenFlip s A) = A := by
    intro A
    ext i j
    change A i (s (s j)) = A i j
    rw [hs j]
  constructor
  · rintro ⟨hP, hskew⟩
    exact ⟨thenFlip s P, thenFlip_stochastic hs hP,
      (skewBalanced_iff_reversible hs hπ P).1 hskew, (twice P).symm⟩
  · rintro ⟨Q, hQ, hrev, rfl⟩
    refine ⟨thenFlip_stochastic hs hQ, (skewBalanced_iff_reversible hs hπ _).2 ?_⟩
    rw [twice Q]
    exact hrev

section Correlations

variable [DecidableEq ι]

/-- Skew detailed balance of one step carries over to any number of steps. -/
theorem skewBalanced_pow {π : ι → ℝ} {s : ι → ι} (hs : Function.Involutive s)
    {P : Matrix ι ι ℝ} (h : SkewBalanced π s P) (n : ℕ) : SkewBalanced π s (P ^ n) := by
  induction n with
  | zero =>
    intro i j
    rw [pow_zero]
    by_cases e : i = j
    · subst e
      simp
    · have e' : s j ≠ s i := fun q => e (hs.injective q).symm
      rw [Matrix.one_apply_ne e, Matrix.one_apply_ne e', mul_zero, mul_zero]
  | succ n ih =>
    intro i j
    calc π i * (P ^ (n + 1)) i j
        = ∑ k, π j * (P (s j) (s k) * (P ^ n) (s k) (s i)) := by
          rw [pow_succ, Matrix.mul_apply, Finset.mul_sum]
          refine Finset.sum_congr rfl fun k _ => ?_
          linear_combination P k j * ih i k + (P ^ n) (s k) (s i) * h k j
      -- relabel the intermediate state
      _ = ∑ k, π j * (P (s j) k * (P ^ n) k (s i)) :=
          sum_flip hs (fun k => π j * (P (s j) k * (P ^ n) k (s i)))
      _ = π j * (P ^ (n + 1)) (s j) (s i) := by
          rw [pow_succ', Matrix.mul_apply, Finset.mul_sum]

/-- The correlation of `f` at the start with `g` after `n` steps, the initial state being
weighted by `π`. -/
def corr (π : ι → ℝ) (P : Matrix ι ι ℝ) (n : ℕ) (f g : ι → ℝ) : ℝ :=
  ∑ i, ∑ j, π i * f i * (P ^ n) i j * g j

/-- Time reversal of correlations: the two observables may be exchanged in time if both are
evaluated on flipped states. -/
theorem corr_time_reversal {π : ι → ℝ} {s : ι → ι} (hs : Function.Involutive s)
    (hπ : ∀ i, π (s i) = π i) {P : Matrix ι ι ℝ} (h : SkewBalanced π s P)
    (n : ℕ) (f g : ι → ℝ) :
    corr π P n f g = corr π P n (fun i => g (s i)) (fun i => f (s i)) := by
  calc corr π P n f g
      = ∑ i, ∑ j, π (s j) * g (s (s j)) * (P ^ n) (s j) (s i) * f (s (s i)) := by
        refine Finset.sum_congr rfl fun i _ => Finset.sum_congr rfl fun j _ => ?_
        have hn := skewBalanced_pow hs h n i j
        rw [hs i, hs j, hπ j]
        linear_combination f i * g j * hn
    -- relabel the final and then the initial state
    _ = ∑ i, ∑ j, π j * g (s j) * (P ^ n) j (s i) * f (s (s i)) :=
        Finset.sum_congr rfl fun i _ =>
          sum_flip hs (fun j => π j * g (s j) * (P ^ n) j (s i) * f (s (s i)))
    _ = ∑ i, ∑ j, π j * g (s j) * (P ^ n) j i * f (s i) :=
        sum_flip hs (fun i => ∑ j, π j * g (s j) * (P ^ n) j i * f (s i))
    _ = corr π P n (fun i => g (s i)) (fun i => f (s i)) := Finset.sum_comm

/-- Onsager–Casimir symmetry: for observables that the flip multiplies by `a` and `b`,
exchanging them in time multiplies the correlation by `a * b`. -/
theorem onsager_casimir {π : ι → ℝ} {s : ι → ι} (hs : Function.Involutive s)
    (hπ : ∀ i, π (s i) = π i) {P : Matrix ι ι ℝ} (h : SkewBalanced π s P)
    (n : ℕ) {f g : ι → ℝ} {a b : ℝ} (hf : ∀ i, f (s i) = a * f i)
    (hg : ∀ i, g (s i) = b * g i) :
    corr π P n f g = a * b * corr π P n g f := by
  rw [corr_time_reversal hs hπ h n f g]
  simp only [corr, hf, hg, Finset.mul_sum]
  refine Finset.sum_congr rfl fun i _ => Finset.sum_congr rfl fun j _ => ?_
  ring

end Correlations

/-- A walk on a ring of three sites: one step forward with probability `p`, one step
backward with probability `1 - p`. -/
def ringWalk (p : ℝ) : Matrix (Fin 3) (Fin 3) ℝ :=
  !![0, p, 1 - p; 1 - p, 0, p; p, 1 - p, 0]

/-- The reflection of the ring that fixes site 0 and exchanges sites 1 and 2. -/
def mirror : Fin 3 → Fin 3 := ![0, 2, 1]

/-- With uniform weights and the reflection as flip, the ring walk is stochastic and obeys skew
detailed balance for every `p` in `[0, 1]`, but ordinary detailed balance only for `p = 1/2`. -/
theorem ringWalk_witness {p : ℝ} (h0 : 0 ≤ p) (h1 : p ≤ 1) :
    Function.Involutive mirror ∧ IsStochastic (ringWalk p) ∧
      SkewBalanced (fun _ => 1 / 3) mirror (ringWalk p) ∧
      (Reversible (fun _ => 1 / 3) (ringWalk p) ↔ p = 1 / 2) := by
  refine ⟨?_, ⟨?_, ?_⟩, ?_, ?_, ?_⟩
  · intro i
    fin_cases i <;> rfl
  · intro i j
    fin_cases i <;> fin_cases j <;> simp [ringWalk] <;> linarith
  · intro i
    fin_cases i <;> simp [ringWalk, Fin.sum_univ_three]
  · intro i j
    fin_cases i <;> fin_cases j <;> rfl
  · intro h
    -- compare the flows between sites 0 and 1
    have h01 : (1 / 3 : ℝ) * p = 1 / 3 * (1 - p) := h 0 1
    linarith
  · intro hp i j
    subst hp
    fin_cases i <;> fin_cases j <;> norm_num [ringWalk]

end

end SkewDetailedBalance
```

```lean
#print axioms SkewDetailedBalance.skewBalanced_iff_reversible_then_flip
-- 'SkewDetailedBalance.skewBalanced_iff_reversible_then_flip' depends on axioms: [propext, Classical.choice, Quot.sound]
#print axioms SkewDetailedBalance.onsager_casimir
-- 'SkewDetailedBalance.onsager_casimir' depends on axioms: [propext, Classical.choice, Quot.sound]
```

## What the Lean statements say

The states form a finite type `ι`, and a kernel is a real matrix whose row index is the starting state. `IsStochastic` asks for nonnegative entries and unit row sums. `Reversible` and `SkewBalanced` are the two balance conditions above. `thenFlip s P` has entries `P i (s j)`: to end in `j` after the flip, the move must first reach `s j`.

The factorisation is `skewBalanced_iff_reversible_then_flip`. It says that `P` is stochastic and skew balanced if and only if some stochastic reversible `Q` satisfies `P = thenFlip s Q`. The hypothesis `hs` makes the flip an involution. The hypothesis `hπ` makes it preserve the weights, which for momentum reversal means that the equilibrium distribution is even in the momenta.

`corr π P n f g` is $C_{fg}(n)$, with no means subtracted. `corr_time_reversal` and `onsager_casimir` are the two correlation identities. They are algebraic: they need neither nonnegative entries nor unit row sums, and the weights need not be positive or normalised. To read `corr` as an equilibrium correlation, one takes $\pi$ to be a probability distribution and $P$ to be stochastic. Summing the skew condition over $i$ then gives $\sum_i\pi_iP_{ij}=\pi_j$, a short step by hand that the file does not include.

The Onsager–Casimir relations of irreversible thermodynamics concern transport coefficients. `onsager_casimir` is the symmetry of time correlations in a finite, discrete-time chain; linear response, continuous time and the reversal of an external magnetic field do not enter. Skew balance itself is assumed, not derived from a microscopic Hamiltonian.

`ringWalk_witness` shows that skew balance does not imply detailed balance. The converse implication also fails in general, since a reversible kernel need not respect the flip.

## How the proofs follow the algebra

`sum_flip` is the relabelling of a sum by $s$, obtained by turning the involution into a permutation. `thenFlip_stochastic` uses it for the row sums. In `skewBalanced_iff_reversible`, each direction applies its hypothesis to the pair `i`, `s j` and simplifies with `hs` and `hπ`. The factorisation theorem adds the local fact `twice`, that flipping a kernel twice restores it, and supplies `thenFlip s P` as the required `Q`.

`skewBalanced_pow` is the induction above. Its `linear_combination` line uses the induction hypothesis for `i` and `k` and the one-step condition for `k` and `j`, each multiplied by the remaining matrix element. `sum_flip` then relabels the intermediate state. The power is split with the single step last at the start of the calculation and first at the end, because the reversed path meets that step first.

`corr_time_reversal` applies this result inside the double sum, relabels the final and then the initial state, and exchanges the order of summation. `onsager_casimir` substitutes the parities and collects the factors. For the ring, `fin_cases` runs through the sites, and the flows between sites 0 and 1 force `p = 1 / 2`.

## The momentum reversal in a Metropolis-corrected trajectory

The same factorisation appears in hybrid Monte Carlo codes that keep part of the momentum between trajectories, although their phase space is continuous and the theorems here cover only finite state spaces. The code integrates the equations of motion with a time-reversible, volume-preserving scheme, reverses the final momentum, and accepts or rejects the result with the Metropolis rule. That is the reversible step $Q$. An unconditional momentum reversal follows.

After an acceptance the two reversals cancel and the particle continues forward. After a rejection only the second one acts, so the old position is kept with the opposite momentum. The rejection branch of a program must therefore restore the old position and set the momentum to minus its value at the start of the trajectory; changing the sign of the final momentum would be wrong. The partial refreshment of the momentum is a separate kernel, and its product with this step need not be skew balanced.
